# Popov–Fedotov projection: at μ = −iπT/2, empty and doubly occupied sites cancel from the grand-canonical trace for Hamiltonians that conserve the particle number and are unchanged by swapping empty and double at any one site

Write a spin-1/2 model in terms of electrons and every site acquires two states that the spin model does not have: empty and doubly occupied. A grand-canonical trace counts them too. For $L$ sites with $H=0$ and zero chemical potential it gives $4^L$, whereas the spins alone give $2^L$. With interactions, the unwanted states enter with their own Boltzmann weights, and in general no factor independent of $H$ and $T$ repairs the result.

An imaginary chemical potential removes them, provided that $H$ conserves the particle number and does not distinguish empty from double at any one site. For finite spin models of this kind, fermionic Matsubara sums can then be used without a separate occupation constraint on each site.

Below, $\mathrm{i}$ is the imaginary unit, $i$ and $j$ label sites, and $k_B=\hbar=1$.

In Lean 4 with Mathlib:

```lean
import Mathlib

open Finset NormedSpace

namespace PopovFedotov

noncomputable section
```

## Sites, configurations and the exchange

A site is in one of four states.

```lean
/-- The four states of a lattice site. -/
inductive Site
  | empty | up | down | double
  deriving DecidableEq

instance : Fintype Site where
  elems := {Site.empty, Site.up, Site.down, Site.double}
  complete := by intro s; cases s <;> simp
```

Their occupations are 0, 1, 1 and 2.

```lean
/-- Number of electrons on a site. -/
def Site.occ : Site → ℕ
  | .empty => 0
  | .up => 1
  | .down => 1
  | .double => 2
```

The exchange swaps empty with double and leaves the two spin states alone.

```lean
/-- Exchange of the empty and the doubly occupied state; spins are untouched. -/
def Site.exch : Site → Site
  | .empty => .double
  | .up => .up
  | .down => .down
  | .double => .empty
```

The spin component $s^z$ is $\pm\tfrac12$ on the spin states and zero on the other two.

```lean
/-- The spin component along z of a site. -/
def Site.sz : Site → ℂ
  | .empty => 0
  | .up => 1 / 2
  | .down => -1 / 2
  | .double => 0
```

A configuration $c$ gives a state to each element of a finite set `ι`, whose size is $L$. No geometry is assumed.

```lean
/-- A configuration assigns a state to every site. -/
abbrev Config (ι : Type) := ι → Site
```

The total occupation $N(c)$ is the sum of the occupations of all sites.

```lean
variable {ι : Type} [Fintype ι] [DecidableEq ι]

/-- Total number of electrons in a configuration. -/
def number (c : Config ι) : ℕ := ∑ i, (c i).occ
```

Let $x_i c$ denote $c$ with empty and double exchanged at site $i$ only.

```lean
/-- Exchange of empty and double at the single site `i`. -/
def exchange (i : ι) (c : Config ι) : Config ι := Function.update c i (c i).exch
```

A complex weight $w$ is exchange-invariant if $w(x_i c)=w(c)$ for all $i$ and $c$. It need be neither positive nor a product over sites.

```lean
/-- Weights that do not distinguish empty from double at any one site. -/
def ExchangeInvariant (w : Config ι → ℂ) : Prop := ∀ i c, w (exchange i c) = w c
```

Exchanging twice does nothing: $x_i x_i c=c$.

```lean
omit [Fintype ι] in
/-- Exchanging empty and double twice at a site restores the configuration. -/
theorem exchange_exchange (i : ι) (c : Config ι) : exchange i (exchange i c) = c := by
  have h : ∀ s : Site, s.exch.exch = s := by intro s; cases s <;> rfl
  simp [exchange, h]
```

The exchange also preserves the property of being singly occupied, at every site $j$. For $j=i$ this is a check of four cases; for $j\neq i$ nothing has changed.

```lean
omit [Fintype ι] in
/-- The exchange at one site does not change which sites are singly occupied. -/
theorem exchange_occ (i j : ι) (c : Config ι) :
    (exchange i c j).occ = 1 ↔ (c j).occ = 1 := by
  by_cases h : j = i
  · rw [h, show exchange i c i = (c i).exch by simp [exchange]]
    cases c i <;> simp [Site.occ, Site.exch]
  · rw [exchange, Function.update_of_ne h]
```

## Cancellation in pairs

Let $z=e^{\mu/T}$ be the fugacity, and suppose that $z^2=-1$ and that $w$ is exchange-invariant. If site $i$ is empty or double, $c$ and $x_i c$ differ by two electrons, so
$$z^{N(x_i c)}w(x_i c)=-z^{N(c)}w(c).$$
The two terms add to zero. This remains true when the sites of a set $S$ are required to be singly occupied, because the exchange respects that restriction.

`Finset.sum_involution` asks for four things, proved in this order: partners cancel, no configuration is its own partner (required only where the term is non-zero, but true throughout the range), the partner stays in the summation range, and the pairing is its own inverse. For the first, $N$ is split into the occupation of site $i$ and the rest.

```lean
/-- For a fugacity with `z² = -1`, the configurations in which site `i` is empty or double
and the sites of `S` are singly occupied have total weight zero. -/
theorem site_cancellation {z : ℂ} (hz : z ^ 2 = -1) {w : Config ι → ℂ}
    (hw : ExchangeInvariant w) (S : Finset ι) (i : ι) :
    ∑ c : Config ι with (∀ j ∈ S, (c j).occ = 1) ∧ ¬ (c i).occ = 1,
      z ^ number c * w c = 0 := by
  refine Finset.sum_involution (fun c _ => exchange i c) ?_ ?_ ?_ ?_
  · -- the two partners differ by two electrons, hence by a sign
    intro c hc
    have h := (Finset.mem_filter.mp hc).2.2
    have h3 : z ^ (c i).exch.occ = - z ^ (c i).occ := by
      generalize c i = s at h ⊢
      cases s <;> simp [Site.occ, Site.exch, hz] at h ⊢
    have h1 : ∑ j ∈ univ.erase i, (exchange i c j).occ = ∑ j ∈ univ.erase i, (c j).occ :=
      Finset.sum_congr rfl fun j hj => by
        rw [exchange, Function.update_of_ne (Finset.ne_of_mem_erase hj)]
    have h2 : exchange i c i = (c i).exch := by simp [exchange]
    have hs : ∀ d : Config ι, number d = (d i).occ + ∑ j ∈ univ.erase i, (d j).occ :=
      fun d => (Finset.add_sum_erase univ (fun j => (d j).occ) (mem_univ i)).symm
    show z ^ number c * w c + z ^ number (exchange i c) * w (exchange i c) = 0
    rw [hw i c, hs (exchange i c), hs c, h1, h2, pow_add, pow_add, h3]
    ring
  · intro c hc _ heq
    have h := (Finset.mem_filter.mp hc).2.2
    have h2 : exchange i c i = c i := congrFun heq i
    rw [exchange, Function.update_self] at h2
    generalize c i = s at h h2
    cases s <;> simp [Site.occ, Site.exch] at h h2
  · intro c hc
    simp only [Finset.mem_filter, Finset.mem_univ, true_and, exchange_occ] at hc ⊢
    exact hc
  · intro c _
    exact exchange_exchange i c
```

Now restrict the sites one after another. If the sum already runs over configurations singly occupied on $S$, split it by whether site $i$ is singly occupied; the other part vanishes by the cancellation above. Once all sites have been treated, $N(c)=L$ in every remaining term, and
$$\sum_c z^{N(c)}w(c)=z^L\sum_{c\ \text{singly occupied}}w(c).$$
For one site this reads
$$w(\text{empty})+z\,[w(\text{up})+w(\text{down})]+z^2\,w(\text{double})=z\,[w(\text{up})+w(\text{down})],$$
since the first and last terms cancel. With $w=1$ and $z=-\mathrm{i}$ the sum is $-2\mathrm{i}$: two spin states times the prefactor.

In the proof, `key` is the induction over $S$, and the last lines replace $N(c)$ by $L$.

```lean
/-- For `z² = -1` and exchange-invariant weights, the sum of `z^N w` over all configurations
is `z^L` times the sum of `w` over the singly occupied ones. -/
theorem sum_eq_singly_occupied {z : ℂ} (hz : z ^ 2 = -1) {w : Config ι → ℂ}
    (hw : ExchangeInvariant w) :
    ∑ c, z ^ number c * w c =
      z ^ Fintype.card ι * ∑ c : Config ι with ∀ i, (c i).occ = 1, w c := by
  -- project the sites onto single occupation one after another
  have key : ∀ S : Finset ι, ∑ c, z ^ number c * w c =
      ∑ c : Config ι with ∀ j ∈ S, (c j).occ = 1, z ^ number c * w c := by
    intro S
    induction S using Finset.induction_on with
    | empty => simp
    | insert i S hi ih =>
      have hsplit := Finset.sum_filter_add_sum_filter_not
        (univ.filter fun c : Config ι => ∀ j ∈ S, (c j).occ = 1)
        (fun c => (c i).occ = 1) (fun c => z ^ number c * w c)
      rw [Finset.filter_filter, Finset.filter_filter, site_cancellation hz hw S i,
        add_zero] at hsplit
      rw [ih, ← hsplit]
      refine Finset.sum_congr ?_ (fun _ _ => rfl)
      ext c
      simp [and_comm]
  rw [key univ, Finset.mul_sum]
  refine Finset.sum_congr (by ext c; simp) ?_
  intro c hc
  have h := (Finset.mem_filter.mp hc).2
  have hn : number c = Fintype.card ι := by simp [number, h]
  rw [hn]
```

## Which fugacities work

With at least one site, the identity holds for every invariant weight only if $z=\pm\mathrm{i}$. To see this, take the weight that is 1 when no site is singly occupied and 0 otherwise. The left side factorises over sites into $(1+z^2)^L$, while the right side is zero. Hence $1+z^2=0$, which factors as $(z-\mathrm{i})(z+\mathrm{i})=0$. In the code, `hL` is the factorisation and `hR` the vanishing right side. The converse is the previous theorem.

```lean
/-- On a non-empty lattice the projection identity holds for all exchange-invariant weights
exactly when the fugacity is `i` or `-i`. -/
theorem projection_iff_fugacity [Nonempty ι] (z : ℂ) :
    (∀ w : Config ι → ℂ, ExchangeInvariant w → ∑ c, z ^ number c * w c =
      z ^ Fintype.card ι * ∑ c : Config ι with ∀ i, (c i).occ = 1, w c) ↔
    z = Complex.I ∨ z = -Complex.I := by
  constructor
  · intro h
    -- test weight: no site is singly occupied
    have h1 := h (fun c => ∏ i, if (c i).occ = 1 then (0 : ℂ) else 1)
      (fun i c => by simp only [exchange_occ])
    have hs : ∑ s : Site, z ^ s.occ * (if s.occ = 1 then (0 : ℂ) else 1) = 1 + z ^ 2 := by
      rw [show (univ : Finset Site) = {Site.empty, Site.up, Site.down, Site.double} from rfl]
      simp [Site.occ]
    have hL : ∑ c : Config ι, z ^ number c * ∏ i, (if (c i).occ = 1 then (0 : ℂ) else 1)
        = (1 + z ^ 2) ^ Fintype.card ι := by
      rw [← hs, ← Finset.card_univ, ← Finset.prod_const, Finset.prod_univ_sum,
        Fintype.piFinset_univ]
      refine Finset.sum_congr rfl fun c _ => ?_
      rw [number, ← Finset.prod_pow_eq_pow_sum, ← Finset.prod_mul_distrib]
    have hR : ∑ c : Config ι with ∀ i, (c i).occ = 1,
        ∏ i, (if (c i).occ = 1 then (0 : ℂ) else 1) = 0 :=
      Finset.sum_eq_zero fun c hc => Finset.prod_eq_zero (mem_univ (Classical.arbitrary ι))
        (if_pos ((Finset.mem_filter.mp hc).2 _))
    rw [hL, hR, mul_zero] at h1
    have h2 : 1 + z ^ 2 = 0 := (pow_eq_zero_iff Fintype.card_ne_zero).mp h1
    have h3 : (z - Complex.I) * (z + Complex.I) = 0 := by
      linear_combination h2 - Complex.I_sq
    rcases mul_eq_zero.mp h3 with h4 | h4
    · exact Or.inl (sub_eq_zero.mp h4)
    · exact Or.inr (eq_neg_of_add_eq_zero_left h4)
  · rintro (rfl | rfl) w hw
    · exact sum_eq_singly_occupied Complex.I_sq hw
    · exact sum_eq_singly_occupied (by rw [neg_sq, Complex.I_sq]) hw
```

## The chemical potential and the frequencies

The choice $z=-\mathrm{i}$ corresponds to $\mu=-\mathrm{i}\pi T/2$.

```lean
/-- The imaginary chemical potential `μ = -iπT/2`. -/
def mu (T : ℝ) : ℂ := -(Complex.I * Real.pi * T / 2)
```

Indeed, for $T\neq0$,
$$e^{\mu/T}=e^{-\mathrm{i}\pi/2}=\cos\tfrac{\pi}{2}-\mathrm{i}\sin\tfrac{\pi}{2}=-\mathrm{i}.$$

```lean
/-- At non-zero temperature the fugacity `exp(μ/T)` equals `-i`. -/
theorem exp_mu {T : ℝ} (hT : T ≠ 0) : Complex.exp (1 / (T : ℂ) * mu T) = -Complex.I := by
  have hT' : (T : ℂ) ≠ 0 := Complex.ofReal_ne_zero.mpr hT
  have h : 1 / (T : ℂ) * mu T = (-((Real.pi : ℂ) / 2)) * Complex.I := by
    rw [mu]
    field_simp
  rw [h, Complex.exp_mul_I, Complex.cos_neg, Complex.sin_neg, Complex.cos_pi_div_two,
    Complex.sin_pi_div_two]
  ring
```

In a fermionic propagator, $\mu$ appears added to $\mathrm{i}\omega_n$, with $\omega_n=(2n+1)\pi T$ and $n$ an integer:
$$\mathrm{i}\omega_n+\mu=\mathrm{i}\pi T\left(2n+1-\tfrac12\right)=2\pi\mathrm{i}T\left(n+\tfrac14\right).$$
The usual offset of one half becomes one quarter.

```lean
/-- With `ω_n = (2n+1)πT`, the shifted frequency `iω_n + μ` is `2πiT(n + 1/4)`. -/
theorem shifted_matsubara_frequency (T : ℝ) (n : ℤ) :
    Complex.I * ((2 * n + 1) * Real.pi * T) + mu T =
      2 * Real.pi * Complex.I * T * (n + 1 / 4) := by
  rw [mu]
  ring
```

## From weights to operators

Operators are complex matrices indexed by configurations. The exchange operator $P_i$ has elements $(P_i)_{cc'}=1$ if $c'=x_i c$ and 0 otherwise. It is a plain permutation, without fermionic signs. For electrons, the basis states are taken with their creation operators ordered site by site, so that the spin operators of one site acquire no signs from the others.

```lean
/-- The operator that exchanges empty and double at site `i`. -/
def exchangeOp (i : ι) : Matrix (Config ι) (Config ι) ℂ :=
  Matrix.of fun c c' => if c' = exchange i c then 1 else 0
```

The number operator $\hat N$ is diagonal with entries $N(c)$.

```lean
/-- The total particle-number operator. -/
def numberOp : Matrix (Config ι) (Config ι) ℂ := Matrix.diagonal fun c => (number c : ℂ)
```

Multiplying a matrix $A$ by $P_i$ from the left exchanges its row label; from the right, its column label. So $P_iA=AP_i$ holds exactly when $A_{x_ic,\,x_ic'}=A_{cc'}$ for all $c,c'$. The auxiliary statements `hl` and `hr` are these two multiplications.

```lean
/-- An operator commutes with the exchange at site `i` exactly when its matrix elements are
unchanged by exchanging both configurations. -/
theorem commute_exchangeOp_iff (i : ι) (A : Matrix (Config ι) (Config ι) ℂ) :
    Commute (exchangeOp i) A ↔ ∀ c c', A (exchange i c) (exchange i c') = A c c' := by
  have hl : ∀ c c', (exchangeOp i * A) c c' = A (exchange i c) c' := by
    intro c c'
    simp [exchangeOp, Matrix.mul_apply]
  have hr : ∀ c c', (A * exchangeOp i) c c' = A c (exchange i c') := by
    intro c c'
    have h : ∀ d, (if c' = exchange i d then (1 : ℂ) else 0) =
        if d = exchange i c' then 1 else 0 := fun d =>
      if_congr ⟨fun h => by rw [h, exchange_exchange],
        fun h => by rw [h, exchange_exchange]⟩ rfl rfl
    simp only [Matrix.mul_apply, exchangeOp, Matrix.of_apply, h]
    simp
  constructor
  · intro h c c'
    have h1 := congrFun (congrFun h.eq c) (exchange i c')
    rwa [hl, hr, exchange_exchange] at h1
  · intro h
    show exchangeOp i * A = A * exchangeOp i
    ext c c'
    rw [hl, hr, ← h c (exchange i c'), exchange_exchange]
```

## The projected trace

Let $H$ commute with $\hat N$ and with every $P_i$. Hamiltonians built from the spin operators of the sites meet both conditions, because spin operators conserve the particle number and vanish on both the empty and the double state. Hopping between sites violates the second condition. Hermiticity is not required.

Since $H$ and $\hat N$ commute,
$$e^{-(H-\mu\hat N)/T}=e^{-H/T}\,e^{\mu\hat N/T},$$
and the last factor is diagonal with entries $(-\mathrm{i})^{N(c)}$. The trace is therefore $\sum_c(-\mathrm{i})^{N(c)}w(c)$ with $w(c)=(e^{-H/T})_{cc}$. This weight is exchange-invariant, because $e^{-H/T}$ commutes with whatever commutes with $H$. The sum rule then gives
$$\mathrm{Tr}\,e^{-(H-\mu\hat N)/T}=(-\mathrm{i})^L\sum_{c\ \text{singly occupied}}\left(e^{-H/T}\right)_{cc}.$$
In the code, `hsplit` separates the exponent, `hexpN` evaluates the number factor, and `hw` supplies the invariance.

```lean
/-- Popov–Fedotov projection: if `H` commutes with the particle number and with every one-site
exchange, the grand-canonical trace at `μ = -iπT/2` is `(-i)^L` times the sum of the diagonal
elements of `exp(-H/T)` over singly occupied configurations. -/
theorem popov_fedotov {T : ℝ} (hT : T ≠ 0) (H : Matrix (Config ι) (Config ι) ℂ)
    (hN : Commute H numberOp) (hH : ∀ i, Commute (exchangeOp i) H) :
    Matrix.trace (NormedSpace.exp ((-(1 / (T : ℂ))) • (H - mu T • numberOp))) =
      (-Complex.I) ^ Fintype.card ι * ∑ c : Config ι with ∀ i, (c i).occ = 1,
        NormedSpace.exp ((-(1 / (T : ℂ))) • H) c c := by
  -- separate the Boltzmann operator from the fugacity factor
  have hsplit : (-(1 / (T : ℂ))) • (H - mu T • numberOp) =
      (-(1 / (T : ℂ))) • H + (1 / (T : ℂ) * mu T) • numberOp := by module
  have hexpN : NormedSpace.exp ((1 / (T : ℂ) * mu T) • (numberOp (ι := ι))) =
      Matrix.diagonal fun c => (-Complex.I) ^ number c := by
    rw [numberOp, ← Matrix.diagonal_smul, Matrix.exp_diagonal]
    congr 1
    funext c
    have hpi : ∀ (v : Config ι → ℂ) (d : Config ι),
        NormedSpace.exp v d = NormedSpace.exp (v d) := by
      intro v d
      exact NormedSpace.map_exp (Pi.evalRingHom (fun _ : Config ι => ℂ) d)
        (continuous_apply d) v
    rw [hpi, ← Complex.exp_eq_exp_ℂ]
    show Complex.exp ((1 / (T : ℂ) * mu T) * (number c : ℂ)) = _
    rw [mul_comm, Complex.exp_nat_mul, exp_mu hT]
  -- the diagonal of the Boltzmann operator is an exchange-invariant weight
  have hw : ExchangeInvariant fun c : Config ι =>
      NormedSpace.exp ((-(1 / (T : ℂ))) • H) c c := fun i c =>
    (commute_exchangeOp_iff i _).mp ((hH i).smul_right _).exp_right c c
  rw [hsplit, Matrix.exp_add_of_commute _ _ ((hN.smul_left _).smul_right _), hexpN,
    ← sum_eq_singly_occupied (by rw [neg_sq, Complex.I_sq]) hw]
  simp only [Matrix.trace, Matrix.diag_apply, Matrix.mul_diagonal]
  exact Finset.sum_congr rfl fun c _ => mul_comm _ _
```

The theorem stops at these diagonal elements; a short argument by hand identifies their sum with the spin partition function. Let $c$ be singly occupied and let $c'$ be empty or double at site $i$. Exchange symmetry gives $H_{cc'}=H_{c,\,x_ic'}$, but $c'$ and $x_ic'$ have different particle numbers, so number conservation makes one of these elements zero, and hence both. The same holds for $H_{c'c}$, so the singly occupied block decouples, and multiplying the trace by $\mathrm{i}^L$ gives its partition function.

## The Ising model as an instance

Take the diagonal Hamiltonian with entries $\sum_{i,j}J_{ij}s^z_is^z_j$ and arbitrary complex couplings $J_{ij}$. The sum runs over ordered pairs, so each bond appears twice, and $i=j$ is included.

```lean
/-- The Ising Hamiltonian with couplings `J i j` between the z components of the spins. -/
def isingH (J : ι → ι → ℂ) : Matrix (Config ι) (Config ι) ℂ :=
  Matrix.diagonal fun c => ∑ i, ∑ j, J i j * (c i).sz * (c j).sz
```

Diagonal matrices commute, which settles $\hat N$. For $P_i$, the exchange leaves every $s^z_j$ unchanged, since empty and double both have $s^z=0$. It is also injective, so off-diagonal zeros remain zeros. Both conditions of the trace theorem are thus met for any finite set of sites.

```lean
/-- The Ising Hamiltonian commutes with the particle number and with every one-site exchange. -/
theorem popov_fedotov_witness (J : ι → ι → ℂ) :
    Commute (isingH J) numberOp ∧ ∀ i, Commute (exchangeOp i) (isingH J) := by
  constructor
  · show isingH J * numberOp = numberOp * isingH J
    rw [isingH, numberOp, Matrix.diagonal_mul_diagonal, Matrix.diagonal_mul_diagonal]
    congr 1
    funext c
    exact mul_comm _ _
  · intro i
    rw [commute_exchangeOp_iff]
    intro c c'
    have hinj : Function.Injective (exchange i : Config ι → Config ι) :=
      Function.LeftInverse.injective (exchange_exchange i)
    have hs : ∀ j, (exchange i c j).sz = (c j).sz := by
      intro j
      by_cases h : j = i
      · rw [h, show exchange i c i = (c i).exch by simp [exchange]]
        cases c i <;> rfl
      · rw [exchange, Function.update_of_ne h]
    simp only [isingH, Matrix.diagonal_apply, hinj.eq_iff, hs]

end

end PopovFedotov
```

```lean
#print axioms PopovFedotov.projection_iff_fugacity
-- 'PopovFedotov.projection_iff_fugacity' depends on axioms: [propext, Classical.choice, Quot.sound]
#print axioms PopovFedotov.shifted_matsubara_frequency
-- 'PopovFedotov.shifted_matsubara_frequency' depends on axioms: [propext, Classical.choice, Quot.sound]
#print axioms PopovFedotov.popov_fedotov
-- 'PopovFedotov.popov_fedotov' depends on axioms: [propext, Classical.choice, Quot.sound]
```
